# If $\int_0^R r\max(-U,0)\,dr<1$ with $U$ continuous, the regular s-wave has no node in $(0,R]$

"Too weak to bind" is a statement about the spectrum of a Hamiltonian. A related statement concerns the nodes of a single radial function on a finite interval, and that is the one I would like. Take the reduced s-wave $u$, which is $r$ times the radial wavefunction, with $u''=Uu$, $u(0)=0$ and $u'(0)=1$. Here $U=2m(V-E)/\hbar^2$ is continuous on $[0,R]$ and may change sign. The claim is that if the negative part $\max(-U,0)$, weighted by the radius, integrates to less than one, then $u$ never turns over, so it has no node in $(0,R]$. Can this be made rigorous and checked by machine, without dividing by $u$ as the Riccati equation does?

## The slope stays positive, so the node never comes

Yes. With the statement placed on $[0,R]$, everything follows from the sign of one derivative. Write

$$I(r)=\int_0^r s\,\max(-U(s),0)\,ds .$$

The integrand is continuous and nonnegative, so $I$ is nondecreasing, $I(0)=0$ and $I'(r)=r\max(-U(r),0)$ inside the interval. Now define

$$F(r)=r\,u'(r)-(1-I(r))\,u(r),\qquad F(0)=0 .$$

Using $u''=Uu$,

$$F'=u'+rUu+I'u-(1-I)u'=I\,u'+r\bigl(U+\max(-U,0)\bigr)u .$$

Suppose that $u'\ge 0$ on $(0,b)$. Then $u\ge 0$ there, because $u(0)=0$. Also $I\ge 0$ and $U+\max(-U,0)\ge 0$, so $F'\ge 0$ and hence $F(b)\ge 0$:

$$(1-I(b))\,u(b)\le b\,u'(b).$$

Where $u>0$, division by $u$ turns this into the Riccati estimate $ru'/u\ge 1-I$.

Now let $I(R)<1$ and suppose that $u'$ is somewhere nonpositive. By continuity there is a first such point $b$, and $b>0$ because $u'(0)=1$. On $(0,b)$ the slope is positive, so $u(b)>0$. Since $I(b)\le I(R)<1$, the left side of the estimate is positive, while the right side is at most zero. This is a contradiction. So $u'>0$ on $[0,R]$, and therefore $u>0$ on $(0,R]$.

**A constant well.** Take $U=-1$ on $[0,1]$. Then $u=\sin r$ and $I(1)=1/2$. At $r=1$ the estimate reads $\tfrac12\sin 1\approx 0.421\le\cos 1\approx 0.540$. For $U=-k^2$ the criterion guarantees a positive slope when $k^2<2$; the slope at $r=1$ actually first vanishes at $k^2=\pi^2/4\approx 2.47$. The condition is sufficient, not necessary.

**How the Lean statement reads.** `IsRegularSolution U u v R` says that `v` is the derivative of `u` and that `U r * u r` is the derivative of `v` at every point of $[0,R]$, with `u 0 = 0` and `v 0 = 1`. The derivatives are taken within `Icc 0 R`, so for $R>0$ they are one-sided at the ends. The initial slope fixes the normalisation. `bargmannIntegral U r` is $I(r)$. The theorem `bargmann_bound` assumes continuity of `U` on the interval, a regular solution and `bargmannIntegral U R < 1`; it concludes `0 < v r` on $[0,R]$ and `0 < u r` on $(0,R]$. Existence of the solution is a hypothesis. The contrapositive, `one_le_of_node`, says that a node in $(0,R]$ requires $I(R)\ge 1$.

Bargmann's inequality is usually quoted as a bound on the number of bound states in each partial wave. The theorem here treats the s-wave and its first node. Passing from "no node" to "no bound state" takes a further oscillation argument on the half-line, which the file does not contain.

```lean
import Mathlib

open Set MeasureTheory

namespace BargmannBound

noncomputable section

/-- The regular s-wave solution `u` on `[0, R]` with slope `v`: `u' = v`, `v' = U u`,
`u(0) = 0` and `u'(0) = 1`. -/
structure IsRegularSolution (U u v : ℝ → ℝ) (R : ℝ) : Prop where
  deriv_u : ∀ r ∈ Icc 0 R, HasDerivWithinAt u (v r) (Icc 0 R) r
  deriv_v : ∀ r ∈ Icc 0 R, HasDerivWithinAt v (U r * u r) (Icc 0 R) r
  u_zero : u 0 = 0
  v_zero : v 0 = 1

/-- The negative part `max(-U, 0)` of `U`, weighted by the radius and integrated from `0` to `r`. -/
def bargmannIntegral (U : ℝ → ℝ) (r : ℝ) : ℝ := ∫ s in (0 : ℝ)..r, s * max (-U s) 0

variable {U u v : ℝ → ℝ} {R : ℝ}

/-- The weighted attraction `r max(-U, 0)` is continuous where the potential is. -/
theorem weight_continuousOn (hU : ContinuousOn U (Icc 0 R)) :
    ContinuousOn (fun s => s * max (-U s) 0) (Icc 0 R) := by
  have h : ContinuousOn (fun s => max (-U s) 0) (Icc 0 R) :=
    (continuous_id.max continuous_const).comp_continuousOn hU.neg
  exact continuousOn_id.mul h

/-- Inside the interval the Bargmann integral grows at the rate `r max(-U, 0)`. -/
theorem bargmannIntegral_hasDerivAt (hU : ContinuousOn U (Icc 0 R)) {r : ℝ}
    (hr : r ∈ Ioo 0 R) : HasDerivAt (bargmannIntegral U) (r * max (-U r) 0) r := by
  have hf := weight_continuousOn hU
  exact intervalIntegral.integral_hasDerivAt_right
    ((hf.mono (Icc_subset_Icc_right hr.2.le)).intervalIntegrable_of_Icc hr.1.le)
    ((hf.mono Ioo_subset_Icc_self).stronglyMeasurableAtFilter isOpen_Ioo r hr)
    (hf.continuousAt (Icc_mem_nhds hr.1 hr.2))

/-- For `U` continuous on `[0, R]`, the Bargmann integral is continuous and nondecreasing there. -/
theorem bargmannIntegral_monotone (hR : 0 ≤ R) (hU : ContinuousOn U (Icc 0 R)) :
    ContinuousOn (bargmannIntegral U) (Icc 0 R) ∧
      MonotoneOn (bargmannIntegral U) (Icc 0 R) := by
  have hc : ContinuousOn (bargmannIntegral U) (Icc 0 R) := by
    have h := intervalIntegral.continuousOn_primitive_interval (μ := volume) (a := 0) (b := R)
      (f := fun s => s * max (-U s) 0)
      (by rw [uIcc_of_le hR]; exact (weight_continuousOn hU).integrableOn_Icc)
    rw [uIcc_of_le hR] at h
    exact h
  refine ⟨hc, monotoneOn_of_deriv_nonneg (convex_Icc 0 R) hc ?_ ?_⟩
  · intro r hr
    rw [interior_Icc] at hr
    exact (bargmannIntegral_hasDerivAt hU hr).differentiableAt.differentiableWithinAt
  · intro r hr
    rw [interior_Icc] at hr
    rw [(bargmannIntegral_hasDerivAt hU hr).deriv]
    exact mul_nonneg hr.1.le (le_max_right _ _)

/-- Riccati estimate without division: if `U` is continuous on `[0, R]`, `b` lies in `[0, R]` and
the regular solution has `u' ≥ 0` on `(0, b)`, then `(1 - I(b)) u(b) ≤ b u'(b)`, where `I` is the
Bargmann integral. -/
theorem riccati_estimate (hU : ContinuousOn U (Icc 0 R)) (h : IsRegularSolution U u v R)
    {b : ℝ} (hb : b ∈ Icc 0 R) (hv : ∀ s ∈ Ioo 0 b, 0 ≤ v s) :
    (1 - bargmannIntegral U b) * u b ≤ b * v b := by
  have hR : 0 ≤ R := hb.1.trans hb.2
  have hsub : Icc 0 b ⊆ Icc 0 R := Icc_subset_Icc_right hb.2
  obtain ⟨hIc, hIm⟩ := bargmannIntegral_monotone hR hU
  have huc : ContinuousOn u (Icc 0 b) :=
    fun r hr => ((h.deriv_u r (hsub hr)).continuousWithinAt).mono hsub
  have hvc : ContinuousOn v (Icc 0 b) :=
    fun r hr => ((h.deriv_v r (hsub hr)).continuousWithinAt).mono hsub
  have hdu : ∀ r ∈ Ioo 0 b, HasDerivAt u (v r) r := fun r hr =>
    (h.deriv_u r (hsub (Ioo_subset_Icc_self hr))).hasDerivAt
      (Icc_mem_nhds hr.1 (hr.2.trans_le hb.2))
  have hdv : ∀ r ∈ Ioo 0 b, HasDerivAt v (U r * u r) r := fun r hr =>
    (h.deriv_v r (hsub (Ioo_subset_Icc_self hr))).hasDerivAt
      (Icc_mem_nhds hr.1 (hr.2.trans_le hb.2))
  have hum : MonotoneOn u (Icc 0 b) := by
    refine monotoneOn_of_deriv_nonneg (convex_Icc 0 b) huc ?_ ?_
    · intro r hr
      rw [interior_Icc] at hr
      exact (hdu r hr).differentiableAt.differentiableWithinAt
    · intro r hr
      rw [interior_Icc] at hr
      rw [(hdu r hr).deriv]
      exact hv r hr
  -- the derivative of `r u' - (1 - I) u` is a sum of two nonnegative terms
  have hd : ∀ r ∈ Ioo 0 b,
      HasDerivAt (fun r => r * v r - (1 - bargmannIntegral U r) * u r)
        (bargmannIntegral U r * v r + r * (U r + max (-U r) 0) * u r) r := fun r hr =>
    (((hasDerivAt_id' r).fun_mul (hdv r hr)).fun_sub
      (((hasDerivAt_const r (1 : ℝ)).fun_sub
        (bargmannIntegral_hasDerivAt hU ⟨hr.1, hr.2.trans_le hb.2⟩)).fun_mul
          (hdu r hr))).congr_deriv (by ring)
  have hF : MonotoneOn (fun r => r * v r - (1 - bargmannIntegral U r) * u r) (Icc 0 b) := by
    refine monotoneOn_of_deriv_nonneg (convex_Icc 0 b)
      ((continuousOn_id.mul hvc).sub ((continuousOn_const.sub (hIc.mono hsub)).mul huc)) ?_ ?_
    · intro r hr
      rw [interior_Icc] at hr
      exact (hd r hr).differentiableAt.differentiableWithinAt
    · intro r hr
      rw [interior_Icc] at hr
      rw [(hd r hr).deriv]
      have hu0 : 0 ≤ u r := by
        have := hum (left_mem_Icc.2 hb.1) (Ioo_subset_Icc_self hr) hr.1.le
        rwa [h.u_zero] at this
      have hI0 : 0 ≤ bargmannIntegral U r := by
        have := hIm (left_mem_Icc.2 hR) (hsub (Ioo_subset_Icc_self hr)) hr.1.le
        simpa [bargmannIntegral] using this
      have hm : 0 ≤ U r + max (-U r) 0 := by linarith [le_max_left (-U r) 0]
      exact add_nonneg (mul_nonneg hI0 (hv r hr)) (mul_nonneg (mul_nonneg hr.1.le hm) hu0)
  have h0 := hF (left_mem_Icc.2 hb.1) (right_mem_Icc.2 hb.1) hb.1
  simp only [h.u_zero, zero_mul, mul_zero, sub_zero] at h0
  linarith

/-- If the slope is positive on `(0, b)`, the regular solution is positive at `b`. -/
theorem pos_of_slope_pos (h : IsRegularSolution U u v R) {b : ℝ} (hb : b ∈ Ioc 0 R)
    (hv : ∀ s ∈ Ioo 0 b, 0 < v s) : 0 < u b := by
  have hsub : Icc 0 b ⊆ Icc 0 R := Icc_subset_Icc_right hb.2
  have hm : StrictMonoOn u (Icc 0 b) := by
    refine strictMonoOn_of_deriv_pos (convex_Icc 0 b)
      (fun r hr => ((h.deriv_u r (hsub hr)).continuousWithinAt).mono hsub) ?_
    intro r hr
    rw [interior_Icc] at hr
    rw [((h.deriv_u r (hsub (Ioo_subset_Icc_self hr))).hasDerivAt
      (Icc_mem_nhds hr.1 (hr.2.trans_le hb.2))).deriv]
    exact hv r hr
  have := hm (left_mem_Icc.2 hb.1.le) (right_mem_Icc.2 hb.1.le) hb.1
  rwa [h.u_zero] at this

/-- If `U` is continuous on `[0, R]` and `r max(-U, 0)` integrates to less than one there, the
regular solution has positive slope on `[0, R]` and is positive, hence without node, on `(0, R]`. -/
theorem bargmann_bound (hU : ContinuousOn U (Icc 0 R)) (h : IsRegularSolution U u v R)
    (hI : bargmannIntegral U R < 1) :
    (∀ r ∈ Icc 0 R, 0 < v r) ∧ ∀ r ∈ Ioc 0 R, 0 < u r := by
  have hv : ∀ r ∈ Icc 0 R, 0 < v r := by
    by_contra hcon
    push Not at hcon
    obtain ⟨r, hr, hvr⟩ := hcon
    have hR : 0 ≤ R := hr.1.trans hr.2
    have hvc : ContinuousOn v (Icc 0 R) := fun s hs => (h.deriv_v s hs).continuousWithinAt
    -- the first radius at which the slope fails to be positive
    have hK : IsCompact (Icc 0 R ∩ v ⁻¹' Iic 0) :=
      isCompact_Icc.of_isClosed_subset
        (hvc.preimage_isClosed_of_isClosed isClosed_Icc isClosed_Iic) inter_subset_left
    obtain ⟨b, ⟨hb, hvb⟩, hmin⟩ := hK.exists_isLeast ⟨r, hr, hvr⟩
    have hvb' : v b ≤ 0 := hvb
    have hb0 : 0 < b := by
      rcases hb.1.eq_or_lt with h0 | h0
      · rw [← h0, h.v_zero] at hvb'
        linarith
      · exact h0
    have hpos : ∀ s ∈ Ioo 0 b, 0 < v s := by
      intro s hs
      by_contra hn
      exact absurd (hmin ⟨⟨hs.1.le, hs.2.le.trans hb.2⟩, not_lt.1 hn⟩) (not_le_of_gt hs.2)
    have hub := pos_of_slope_pos h ⟨hb0, hb.2⟩ hpos
    have hest := riccati_estimate hU h hb (fun s hs => (hpos s hs).le)
    have hIb := (bargmannIntegral_monotone hR hU).2 hb (right_mem_Icc.2 hR) hb.2
    have h1 : 0 < (1 - bargmannIntegral U b) * u b := mul_pos (by linarith) hub
    have h2 : b * v b ≤ 0 := mul_nonpos_of_nonneg_of_nonpos hb0.le hvb'
    linarith
  exact ⟨hv, fun r hr => pos_of_slope_pos h hr
    (fun s hs => hv s ⟨hs.1.le, hs.2.le.trans hr.2⟩)⟩

/-- For `U` continuous on `[0, R]`, a node of the regular solution in `(0, R]` requires a Bargmann
integral over `[0, R]` of at least one. -/
theorem one_le_of_node (hU : ContinuousOn U (Icc 0 R)) (h : IsRegularSolution U u v R)
    {r : ℝ} (hr : r ∈ Ioc 0 R) (hnode : u r = 0) : 1 ≤ bargmannIntegral U R := by
  by_contra hn
  exact ((bargmann_bound hU h (not_le.1 hn)).2 r hr).ne' hnode

/-- An attractive potential concentrated near `r = 1` for large `n`, used on `[0, 1]`, where
its denominator is positive. -/
def shellPotential (n : ℕ) (r : ℝ) : ℝ :=
  -(((n : ℝ) + 2) * r ^ n / (1 - r ^ (n + 2) / ((n : ℝ) + 3)))

/-- On `[0, 1]` the denominator of the shell potential is at least `(n + 2) / (n + 3)`. -/
theorem shell_denominator (n : ℕ) {r : ℝ} (hr : r ∈ Icc (0 : ℝ) 1) :
    ((n : ℝ) + 2) / ((n : ℝ) + 3) ≤ 1 - r ^ (n + 2) / ((n : ℝ) + 3) := by
  have h3 : (0 : ℝ) < (n : ℝ) + 3 := by positivity
  have hp : r ^ (n + 2) ≤ 1 := pow_le_one₀ hr.1 hr.2
  have e : 1 - r ^ (n + 2) / ((n : ℝ) + 3) = ((n : ℝ) + 3 - r ^ (n + 2)) / ((n : ℝ) + 3) := by
    rw [sub_div, div_self h3.ne']
  rw [e]
  exact div_le_div_of_nonneg_right (by linarith) h3.le

/-- The shell potential is continuous on `[0, 1]`, and its regular solution there is
`r - r^(n+3)/(n+3)`, with slope `1 - r^(n+2)`. -/
theorem shell_witness (n : ℕ) : ContinuousOn (shellPotential n) (Icc 0 1) ∧
    IsRegularSolution (shellPotential n) (fun r => r - r ^ (n + 3) / ((n : ℝ) + 3))
      (fun r => 1 - r ^ (n + 2)) 1 := by
  have h3 : (n : ℝ) + 3 ≠ 0 := by positivity
  have hD : ∀ r ∈ Icc (0 : ℝ) 1, 1 - r ^ (n + 2) / ((n : ℝ) + 3) ≠ 0 := fun r hr =>
    (lt_of_lt_of_le (by positivity) (shell_denominator n hr)).ne'
  refine ⟨?_, ?_, ?_, by simp, by simp⟩
  · have hA : ContinuousOn (fun r : ℝ => ((n : ℝ) + 2) * r ^ n) (Icc 0 1) := by fun_prop
    have hB : ContinuousOn (fun r : ℝ => 1 - r ^ (n + 2) / ((n : ℝ) + 3)) (Icc 0 1) := by
      fun_prop
    exact (hA.div hB hD).neg
  · intro r _
    have hd := (hasDerivAt_id' r).fun_sub ((hasDerivAt_pow (n + 3) r).div_const ((n : ℝ) + 3))
    refine (hd.congr_deriv ?_).hasDerivWithinAt
    rw [show n + 3 - 1 = n + 2 from rfl]
    push_cast
    rw [mul_div_cancel_left₀ _ h3]
  · intro r hr
    have hd := (hasDerivAt_pow (n + 2) r).const_sub 1
    refine (hd.congr_deriv ?_).hasDerivWithinAt
    have hc := div_mul_cancel₀ (((n : ℝ) + 2) * r ^ n) (hD r hr)
    rw [show n + 2 - 1 = n + 1 from rfl]
    simp only [shellPotential]
    push_cast
    linear_combination r * hc

/-- The Bargmann integral of the shell potential over `[0, 1]` is at most `1 + 1/(n+2)`. -/
theorem shell_integral_le (n : ℕ) :
    bargmannIntegral (shellPotential n) 1 ≤ 1 + 1 / ((n : ℝ) + 2) := by
  have h2 : (n : ℝ) + 2 ≠ 0 := by positivity
  have h3 : (n : ℝ) + 3 ≠ 0 := by positivity
  have hval : ∫ s in (0 : ℝ)..1, ((n : ℝ) + 3) * s ^ (n + 1) = 1 + 1 / ((n : ℝ) + 2) := by
    have e : ((n + 1 : ℕ) : ℝ) + 1 = (n : ℝ) + 2 := by push_cast; ring
    rw [intervalIntegral.integral_const_mul, integral_pow, e, one_pow, zero_pow (by omega)]
    linear_combination mul_inv_cancel₀ h2
  rw [← hval]
  refine intervalIntegral.integral_mono_on zero_le_one
    ((weight_continuousOn (shell_witness n).1).intervalIntegrable_of_Icc zero_le_one)
    (Continuous.intervalIntegrable (by fun_prop) _ _) ?_
  intro s hs
  have hs0 : 0 ≤ s := hs.1
  have hden := shell_denominator n hs
  have hpos : 0 < 1 - s ^ (n + 2) / ((n : ℝ) + 3) := lt_of_lt_of_le (by positivity) hden
  have hmax : max (-shellPotential n s) 0 ≤ ((n : ℝ) + 3) * s ^ n := by
    refine max_le ?_ (by positivity)
    rw [shellPotential, neg_neg, div_le_iff₀ hpos]
    calc ((n : ℝ) + 2) * s ^ n
        = ((n : ℝ) + 3) * s ^ n * (((n : ℝ) + 2) / ((n : ℝ) + 3)) := by
          linear_combination (-((n : ℝ) + 2) * s ^ n) * mul_inv_cancel₀ h3
      _ ≤ _ := mul_le_mul_of_nonneg_left hden (by positivity)
  calc s * max (-shellPotential n s) 0 ≤ s * (((n : ℝ) + 3) * s ^ n) :=
        mul_le_mul_of_nonneg_left hmax hs0
    _ = ((n : ℝ) + 3) * s ^ (n + 1) := by ring

/-- The constant one is sharp for the slope: for every `ε > 0` some continuous potential on
`[0, 1]` has Bargmann integral below `1 + ε` and a regular solution with `u'(1) = 0`. -/
theorem bargmann_sharp {ε : ℝ} (hε : 0 < ε) : ∃ U u v : ℝ → ℝ,
    ContinuousOn U (Icc 0 1) ∧ IsRegularSolution U u v 1 ∧
      bargmannIntegral U 1 < 1 + ε ∧ v 1 = 0 := by
  obtain ⟨n, hn⟩ := exists_nat_one_div_lt hε
  have hle : 1 / ((n : ℝ) + 2) ≤ 1 / ((n : ℝ) + 1) :=
    one_div_le_one_div_of_le (by positivity) (by linarith)
  exact ⟨_, _, _, (shell_witness n).1, (shell_witness n).2,
    by linarith [shell_integral_le n], by simp⟩

end

end BargmannBound
```

```lean
#print axioms BargmannBound.one_le_of_node
#print axioms BargmannBound.bargmann_sharp
```

```
'BargmannBound.one_le_of_node' depends on axioms: [propext, Classical.choice, Quot.sound]
'BargmannBound.bargmann_sharp' depends on axioms: [propext, Classical.choice, Quot.sound]
```

**How the proof follows the calculation.** `weight_continuousOn` makes the integrand continuous, `bargmannIntegral_hasDerivAt` applies the fundamental theorem of calculus, and `bargmannIntegral_monotone` gives continuity and monotonicity of $I$.

The core is `riccati_estimate`. It first shows that $u$ is nondecreasing (`hum`). Then `hd` differentiates $F$ by the product rule, and `ring` confirms the simplified form of $F'$ displayed above. The lemma `monotoneOn_of_deriv_nonneg` needs the sign of the derivative only in the interior, together with continuity up to the ends. Comparing $F(b)$ with $F(0)$ finishes the estimate.

`pos_of_slope_pos` is the step from positive slope to $u(b)>0$. In `bargmann_bound`, the points with $v\le 0$ form a compact set, and `exists_isLeast` supplies its smallest element, the first failure $b$. The final `linarith` sets `h1`, the positive left side, against `h2`, the nonpositive right side.

**Why the constant is one.** The remaining theorems use, for each natural number $n$,

$$u=r-\frac{r^{n+3}}{n+3},\qquad u'=1-r^{n+2},\qquad U=-\frac{(n+2)r^n}{1-r^{n+2}/(n+3)}$$

on $[0,1]$. `shell_witness` checks the differential equation and the continuity of $U$. By `shell_denominator` the denominator is at least $(n+2)/(n+3)$, so $-U\le(n+3)r^n$, and `shell_integral_le` integrates this to

$$I(1)\le\int_0^1(n+3)r^{n+1}\,dr=1+\frac1{n+2}.$$

Yet $u'(1)=0$. Choosing $n$ large gives `bargmann_sharp`: no constant above one would guarantee a positive slope. The sharpness proved here concerns the slope. These functions are themselves positive on $(0,1]$, so they do not settle whether one is also the best constant for excluding a node. If the potential vanishes beyond $r=1$ at zero energy, a flat $u$ there is the threshold case of infinite scattering length.

**Singular potentials.** Continuity of $U$ on the closed interval excludes a Coulomb or Yukawa singularity at the origin. An alternative model asks only that $r|U|$ be integrable and that $u'$ be absolutely continuous, with the equation holding almost everywhere. That would admit a $1/r$ singularity and jumps in the potential, but the sign of $F'$ would then be known only almost everywhere, and the monotonicity of $F$ could be obtained by integrating $F'$.

For a single non-interacting particle in a continuous spherical potential, the result turns one radial integral into a sufficient test that the s-wave at a chosen energy is nodeless out to $R$, for instance when examining a smooth local model pseudopotential.
